# Binomial density extrapolation of order \(k\) multiplies the variance of uncorrelated errors by \(\binom{2k}{k}-1\)

If the order of a density extrapolation is raised only to follow the trajectory more closely, the starting guess for the next self-consistent field (SCF) calculation can get worse. The stored densities are incompletely converged, and in the binomial scheme treated here the sum of the squared extrapolation weights grows with the order, so leftover errors that are uncorrelated between steps are amplified more and more. Other extrapolation schemes have other weights, and the factors found here do not carry over to them in general. The amplification is computed below for a density that is polynomial in time, with errors of mean zero and equal variance that are uncorrelated between steps. Each further order eventually multiplies the variance by nearly 4, and so nearly doubles the root-mean-square (rms) error.

## The predictor and its noise

In Lean 4 with Mathlib:

```lean
import Mathlib

open MeasureTheory ProbabilityTheory Filter Topology

noncomputable section

namespace DensityExtrapolationNoise
```

Time steps are integers \(n\), and \(y_n\) is one real component of the stored density, such as a matrix element or a grid value.

```lean
/-- Weight of the density `j` steps back in the order-`k` predictor. -/
def weight (k j : ℕ) : ℝ := (-1) ^ (j + 1) * (k.choose j : ℝ)
```

The weight of the value \(j\) steps back is \(w_{k,j}=(-1)^{j+1}\binom{k}{j}\). A `def` introduces a name; it proves nothing.

```lean
/-- The order-`k` predictor of the density at step `n` from the `k` preceding values. -/
def predictor (k : ℕ) (y : ℤ → ℝ) (n : ℤ) : ℝ :=
  ∑ j ∈ Finset.Icc 1 k, weight k j * y (n - j)
```

The predictor is \(\sum_{j=1}^{k}w_{k,j}\,y_{n-j}\), where `Finset.Icc 1 k` is the set \(\{1,\dots,k\}\). Order 1 repeats the last density; order 2 gives \(2y_{n-1}-y_{n-2}\).

```lean
/-- Square-integrable errors of mean zero and variance `s ^ 2`, uncorrelated between
different time steps. -/
structure UncorrelatedNoise {Ω : Type*} [MeasurableSpace Ω] (μ : Measure Ω)
    (ε : ℤ → Ω → ℝ) (s : ℝ) : Prop where
  memLp : ∀ m, MemLp (ε m) 2 μ
  mean : ∀ m, ∫ ω, ε m ω ∂μ = 0
  variance : ∀ m, ∫ ω, ε m ω * ε m ω ∂μ = s ^ 2
  uncorrelated : ∀ m l, m ≠ l → ∫ ω, ε m ω * ε l ω ∂μ = 0
```

The errors \(\varepsilon_m\) are random variables on a space `Ω` with measure `μ`, and integrals over `μ` are averages \(\langle\cdot\rangle\). The four conditions are square-integrability (`MemLp` with exponent 2), \(\langle\varepsilon_m\rangle=0\), \(\langle\varepsilon_m^2\rangle=s^2\), and \(\langle\varepsilon_m\varepsilon_l\rangle=0\) for \(m\neq l\). They stand for convergence errors without bias and without linear correlation between steps. This is assumed, not derived from an SCF algorithm; an SCF run started from an extrapolated guess can produce correlated errors.

```lean
/-- Predicted minus true density at step `n`, when the true density follows the polynomial `P`
and the stored densities carry the errors `ε`. -/
def predictionError {Ω : Type*} (P : Polynomial ℝ) (ε : ℤ → Ω → ℝ) (k : ℕ) (n : ℤ)
    (ω : Ω) : ℝ :=
  predictor k (fun m => P.eval (m : ℝ) + ε m ω) n - P.eval (n : ℝ)
```

The true density is \(P(n)\), with \(P\) a real polynomial, and the stored one is \(P(m)+\varepsilon_m\). A bounded component, such as a density-matrix element in an orthonormal basis, can follow a nonconstant polynomial only over a limited time span, so for such a component the model is local in time. The prediction error is the predictor applied to the stored values, minus \(P(n)\). Feedback of the guess into later errors is not modelled, nor are the auxiliary dynamics and dissipation of extended Lagrangian schemes.

```lean
/-- The mean-square prediction error. -/
def meanSquareError {Ω : Type*} [MeasurableSpace Ω] (μ : Measure Ω) (P : Polynomial ℝ)
    (ε : ℤ → Ω → ℝ) (k : ℕ) (n : ℤ) : ℝ :=
  ∫ ω, predictionError P ε k n ω ^ 2 ∂μ
```

This is the average of the squared prediction error.

```lean
/-- The noise amplification factor `binom(2k, k) - 1`. -/
def noiseFactor (k : ℕ) : ℝ := ((2 * k).choose k : ℝ) - 1
```

Write \(N_k=\binom{2k}{k}-1\) for this factor.

## Squared weights

```lean
private lemma sum_split (k : ℕ) (f : ℕ → ℝ) :
    ∑ j ∈ Finset.range (k + 1), f j = f 0 + ∑ j ∈ Finset.Icc 1 k, f j := by
  induction k with
  | zero => simp
  | succ k ih =>
    rw [Finset.sum_range_succ, ih, Finset.sum_Icc_succ_top (by omega), add_assoc]
```

This lemma splits the \(j=0\) term off a sum over \(0,\dots,k\).

```lean
/-- The squared weights of the order-`k` predictor add up to `binom(2k, k) - 1`. -/
theorem sum_weight_sq (k : ℕ) :
    ∑ j ∈ Finset.Icc 1 k, weight k j ^ 2 = noiseFactor k := by
  -- Vandermonde's identity for the full row of binomial coefficients
  have hv : (2 * k).choose k = ∑ j ∈ Finset.range (k + 1), k.choose j ^ 2 := by
    rw [two_mul, Nat.add_choose_eq,
      Finset.Nat.sum_antidiagonal_eq_sum_range_succ (fun a b => k.choose a * k.choose b)]
    refine Finset.sum_congr rfl fun j hj => ?_
    rw [Nat.choose_symm (Nat.lt_succ_iff.mp (Finset.mem_range.mp hj)), pow_two]
  have hr : ((2 * k).choose k : ℝ) = ∑ j ∈ Finset.range (k + 1), (k.choose j : ℝ) ^ 2 := by
    rw [hv]
    push_cast
    rfl
  have hw : ∀ j, weight k j ^ 2 = (k.choose j : ℝ) ^ 2 := by
    intro j
    rw [weight, mul_pow, ← pow_mul, mul_comm (j + 1) 2, pow_mul]
    norm_num
  rw [noiseFactor, hr, sum_split]
  simp [hw]
```

The signs disappear on squaring. Choosing \(k\) objects from two groups of \(k\) gives Vandermonde's identity,

\[
\binom{2k}{k}=\sum_{j=0}^{k}\binom{k}{j}\binom{k}{k-j}=\sum_{j=0}^{k}\binom{k}{j}^2 .
\]

Removing the \(j=0\) term, which is 1, leaves \(\sum_{j=1}^{k}w_{k,j}^2=N_k\). In the proof, `hv` is Vandermonde's identity, `hw` removes the signs and `sum_split` removes the first term.

## Polynomials are predicted exactly

```lean
private lemma alternating_power_sum {k i : ℕ} (hi : i < k) :
    ∑ j ∈ Finset.range (k + 1), (-1 : ℝ) ^ j * (k.choose j : ℝ) * (j : ℝ) ^ i = 0 := by
  have h := congrFun (fwdDiff_iter_pow_eq_zero_of_lt (R := ℝ) hi) 0
  rw [fwdDiff_iter_eq_sum_shift] at h
  simp only [zsmul_eq_mul, Int.cast_mul, Int.cast_pow, Int.cast_neg, Int.cast_one,
    Int.cast_natCast, zero_add, nsmul_eq_mul, mul_one, Pi.zero_apply] at h
  rw [← mul_zero ((-1 : ℝ) ^ k), ← h, Finset.mul_sum]
  refine Finset.sum_congr rfl fun j hj => ?_
  have hjk := Finset.mem_range.mp hj
  have e : (-1 : ℝ) ^ (k - j) * (-1) ^ (k - j) = 1 := by
    rw [← mul_pow]
    norm_num
  have f : (-1 : ℝ) ^ k = (-1) ^ j * (-1) ^ (k - j) := by
    rw [← pow_add]
    congr 1
    omega
  rw [f]
  linear_combination (-((-1 : ℝ) ^ j * (k.choose j : ℝ) * (j : ℝ) ^ i)) * e
```

For \(i<k\),

\[
\sum_{j=0}^{k}(-1)^j\binom{k}{j}j^i=0 .
\]

Up to the sign \((-1)^k\), the left side is the \(k\)-th forward difference of \(x^i\) at zero. Each difference lowers the degree of a non-constant polynomial by one and sends a constant to zero, so \(k\) of them annihilate \(x^i\). Mathlib supplies this fact; the remaining lines adjust the signs.

```lean
/-- Without noise, the order-`k` predictor is exact for a density that is a polynomial in time
of degree below `k`. -/
theorem predictor_exact {k : ℕ} {P : Polynomial ℝ} (hP : P.natDegree < k) (n : ℤ) :
    predictor k (fun m => P.eval (m : ℝ)) n = P.eval (n : ℝ) := by
  -- view the past as a polynomial in the number of steps back
  obtain ⟨Q, hQ⟩ : ∃ Q, Q = P.comp (Polynomial.C (n : ℝ) - Polynomial.X) := ⟨_, rfl⟩
  have hev : ∀ j : ℕ, Q.eval (j : ℝ) = P.eval ((n - j : ℤ) : ℝ) := by
    intro j
    simp [hQ, Polynomial.eval_comp]
  have hlin : (Polynomial.C (n : ℝ) - Polynomial.X).natDegree ≤ 1 := by compute_degree
  have hdeg : Q.natDegree < k := by
    have h1 := Nat.mul_le_mul_left P.natDegree hlin
    have h2 := Polynomial.natDegree_comp_le (p := P)
      (q := Polynomial.C (n : ℝ) - Polynomial.X)
    rw [hQ]
    omega
  have hsum : ∑ j ∈ Finset.range (k + 1),
      (-1 : ℝ) ^ j * (k.choose j : ℝ) * Q.eval (j : ℝ) = 0 := by
    simp_rw [Polynomial.eval_eq_sum_range' hdeg, Finset.mul_sum]
    rw [Finset.sum_comm]
    refine Finset.sum_eq_zero fun i hi => ?_
    rw [← mul_zero (Q.coeff i), ← alternating_power_sum (Finset.mem_range.mp hi),
      Finset.mul_sum]
    exact Finset.sum_congr rfl fun j _ => by ring
  have h0 : (-1 : ℝ) ^ 0 * (k.choose 0 : ℝ) * Q.eval ((0 : ℕ) : ℝ) = P.eval (n : ℝ) := by
    rw [hev]
    simp
  rw [sum_split, h0] at hsum
  have hp : predictor k (fun m => P.eval (m : ℝ)) n =
      -∑ j ∈ Finset.Icc 1 k, (-1 : ℝ) ^ j * (k.choose j : ℝ) * Q.eval (j : ℝ) := by
    rw [predictor, ← Finset.sum_neg_distrib]
    refine Finset.sum_congr rfl fun j _ => ?_
    rw [hev, weight, pow_succ]
    ring
  linarith
```

Let \(P\) have degree below \(k\), and set \(Q(j)=P(n-j)\), which also has degree below \(k\). Expanding \(Q\) in powers and applying the previous lemma to each gives

\[
0=\sum_{j=0}^{k}(-1)^j\binom{k}{j}Q(j)=P(n)-\sum_{j=1}^{k}w_{k,j}P(n-j).
\]

The predictor therefore returns \(P(n)\). The code obtains the vanishing sum as `hsum`, identifies its first term in `h0`, and rewrites the rest as the predictor in `hp`.

## The mean-square error

```lean
/-- For a polynomial density of degree below `k` and uncorrelated mean-zero errors of variance
`s ^ 2`, the prediction error has mean zero and mean square `s ^ 2 (binom(2k, k) - 1)`. -/
theorem prediction_error_variance {Ω : Type*} [MeasurableSpace Ω] {μ : Measure Ω}
    [IsProbabilityMeasure μ] {ε : ℤ → Ω → ℝ} {s : ℝ} (hε : UncorrelatedNoise μ ε s)
    {k : ℕ} {P : Polynomial ℝ} (hP : P.natDegree < k) (n : ℤ) :
    ∫ ω, predictionError P ε k n ω ∂μ = 0 ∧
      meanSquareError μ P ε k n = s ^ 2 * (((2 * k).choose k : ℝ) - 1) := by
  -- the polynomial part cancels and only propagated noise is left
  have herr : ∀ ω, predictionError P ε k n ω =
      ∑ j ∈ Finset.Icc 1 k, weight k j * ε (n - j) ω := by
    intro ω
    have h := predictor_exact hP n
    simp only [predictor] at h
    simp only [predictionError, predictor, mul_add, Finset.sum_add_distrib]
    linarith
  have hint : ∀ m l, Integrable (fun ω => ε m ω * ε l ω) μ := fun m l =>
    (hε.memLp m).integrable_mul (hε.memLp l)
  constructor
  · simp_rw [herr]
    rw [integral_finsetSum (Finset.Icc 1 k) fun (j : ℕ) _ =>
      ((hε.memLp (n - j)).integrable (by norm_num)).const_mul (weight k j)]
    simp [integral_const_mul, hε.mean]
  · have hsq : ∀ ω, predictionError P ε k n ω ^ 2 = ∑ i ∈ Finset.Icc 1 k,
        ∑ j ∈ Finset.Icc 1 k, weight k i * weight k j * (ε (n - i) ω * ε (n - j) ω) := by
      intro ω
      rw [herr, pow_two, Finset.sum_mul_sum]
      exact Finset.sum_congr rfl fun i _ => Finset.sum_congr rfl fun j _ => by ring
    change _ = s ^ 2 * noiseFactor k
    rw [meanSquareError, ← sum_weight_sq, Finset.mul_sum]
    simp_rw [hsq]
    rw [integral_finsetSum (Finset.Icc 1 k) fun (i : ℕ) _ =>
      MeasureTheory.integrable_finsetSum (Finset.Icc 1 k) fun (j : ℕ) _ =>
      (hint (n - i) (n - j)).const_mul (weight k i * weight k j)]
    refine Finset.sum_congr rfl fun i hi => ?_
    rw [integral_finsetSum (Finset.Icc 1 k) fun (j : ℕ) _ =>
      (hint (n - i) (n - j)).const_mul (weight k i * weight k j)]
    -- correlations between different steps vanish
    rw [Finset.sum_eq_single i]
    · rw [integral_const_mul, hε.variance]
      ring
    · intro j _ hji
      rw [integral_const_mul, hε.uncorrelated _ _ (by omega), mul_zero]
    · exact fun h => absurd hi h
```

The hypotheses are a probability measure, the noise conditions `hε`, and degree below \(k\), which forces \(k\ge1\). The polynomial part cancels (`herr`), so the prediction error is \(\sum_{j=1}^{k} w_{k,j}\varepsilon_{n-j}\). Its mean is zero term by term, and its mean square is

\[
\sum_{i,j=1}^{k}w_{k,i}w_{k,j}\langle\varepsilon_{n-i}\varepsilon_{n-j}\rangle
=s^2\sum_{i=1}^{k}w_{k,i}^2=s^2N_k .
\]

The step `hsq` expands the square, `integral_finsetSum` exchanges average and sum, and `Finset.sum_eq_single` keeps only \(j=i\).

In the smallest case, \(k=1\) and \(P\) is constant: the error is \(\varepsilon_{n-1}\), with variance \(s^2\). Orders 2, 3 and 4 give \(5s^2\), \(19s^2\) and \(69s^2\).

## Growth from one order to the next

```lean
private lemma centralBinom_lower {k : ℕ} (hk : 2 ≤ k) :
    3 * (k + 1) < 2 * k.centralBinom := by
  induction k, hk using Nat.le_induction with
  | base => decide
  | succ m hm ih =>
    have h := Nat.succ_mul_centralBinom_succ m
    have h2 : 2 * m.centralBinom ≤ (m + 1).centralBinom := by
      have h3 : (m + 1) * (2 * m.centralBinom) ≤ (m + 1) * (m + 1).centralBinom := by
        rw [h]
        nlinarith [Nat.zero_le (m * m.centralBinom)]
      exact Nat.le_of_mul_le_mul_left h3 (Nat.succ_pos m)
    omega
```

Write \(c_k=\binom{2k}{k}\), called `centralBinom` in Mathlib. The claim is \(3(k+1)<2c_k\) for \(k\ge2\). At \(k=2\) it reads \(9<12\). The recurrence \((m+1)c_{m+1}=2(2m+1)c_m\) gives \(c_{m+1}\ge2c_m\), so \(2c_{m+1}\ge4c_m>6(m+1)\ge3(m+2)\), which is the induction step.

```lean
/-- From order two on, one more order multiplies the noise factor by at least `4k/(k+1)` and
by less than `4`. -/
theorem noiseFactor_step {k : ℕ} (hk : 2 ≤ k) :
    4 * ((k : ℝ) / (k + 1)) * noiseFactor k ≤ noiseFactor (k + 1) ∧
      noiseFactor (k + 1) < 4 * noiseFactor k := by
  have hl : 3 * ((k : ℝ) + 1) < 2 * (k.centralBinom : ℝ) := by
    exact_mod_cast centralBinom_lower hk
  have h : ((k : ℝ) + 1) * ((k + 1).centralBinom : ℝ) =
      2 * (2 * k + 1) * (k.centralBinom : ℝ) := by
    exact_mod_cast Nat.succ_mul_centralBinom_succ k
  have hk0 : (0 : ℝ) ≤ k := Nat.cast_nonneg k
  have hpos : (0 : ℝ) < k + 1 := by linarith
  simp only [noiseFactor, ← Nat.centralBinom_eq_two_mul_choose]
  constructor
  · have e : 4 * ((k : ℝ) / (k + 1)) * ((k.centralBinom : ℝ) - 1) =
        4 * k * ((k.centralBinom : ℝ) - 1) / (k + 1) := by ring
    rw [e, div_le_iff₀ hpos]
    nlinarith
  · refine lt_of_mul_lt_mul_left (a := (k : ℝ) + 1) ?_ hpos.le
    nlinarith
```

For \(k\ge2\),

\[
\frac{4k}{k+1}N_k\le N_{k+1}<4N_k .
\]

Multiplying by \(k+1\) and inserting the recurrence gives

\[
(k+1)N_{k+1}-4kN_k=2c_k+3k-1>0,
\]
\[
(k+1)(4N_k-N_{k+1})=2c_k-3(k+1)>0 .
\]

The two `nlinarith` calls do this algebra. At \(k=1\) the upper bound fails, since \(N_2/N_1=5\).

```lean
/-- For nonzero uncorrelated noise and a polynomial density, the ratio of mean-square errors at
successive orders tends to `4`, and the ratio of root-mean-square errors tends to `2`. -/
theorem error_ratio_tendsto {Ω : Type*} [MeasurableSpace Ω] {μ : Measure Ω}
    [IsProbabilityMeasure μ] {ε : ℤ → Ω → ℝ} {s : ℝ} (hε : UncorrelatedNoise μ ε s)
    (hs : s ≠ 0) (P : Polynomial ℝ) (n : ℤ) :
    Tendsto (fun k => meanSquareError μ P ε (k + 1) n / meanSquareError μ P ε k n)
        atTop (𝓝 4) ∧
      Tendsto (fun k => √(meanSquareError μ P ε (k + 1) n) / √(meanSquareError μ P ε k n))
        atTop (𝓝 2) := by
  have hpos : ∀ k, 2 ≤ k → 0 < noiseFactor k := by
    intro k hk
    have h := noiseFactor_step hk
    have hl : 3 * ((k : ℝ) + 1) < 2 * (k.centralBinom : ℝ) := by
      exact_mod_cast centralBinom_lower hk
    have hk0 : (0 : ℝ) ≤ k := Nat.cast_nonneg k
    rw [noiseFactor, ← Nat.centralBinom_eq_two_mul_choose]
    linarith
  -- squeeze the ratio of noise factors between 4k/(k+1) and 4
  have hg : Tendsto (fun k => noiseFactor (k + 1) / noiseFactor k) atTop (𝓝 4) := by
    have hlow : Tendsto (fun k : ℕ => 4 * ((k : ℝ) / (k + 1))) atTop (𝓝 4) := by
      simpa using (tendsto_natCast_div_add_atTop (1 : ℝ)).const_mul 4
    refine tendsto_of_tendsto_of_tendsto_of_le_of_le' hlow tendsto_const_nhds ?_ ?_
    · filter_upwards [eventually_ge_atTop 2] with k hk
      exact (le_div_iff₀ (hpos k hk)).mpr (noiseFactor_step hk).1
    · filter_upwards [eventually_ge_atTop 2] with k hk
      exact (div_le_iff₀ (hpos k hk)).mpr (noiseFactor_step hk).2.le
  have hm : Tendsto (fun k => meanSquareError μ P ε (k + 1) n / meanSquareError μ P ε k n)
      atTop (𝓝 4) := by
    refine hg.congr' ?_
    filter_upwards [eventually_gt_atTop P.natDegree] with k hk
    rw [(prediction_error_variance hε hk n).2,
      (prediction_error_variance hε (Nat.lt_succ_of_lt hk) n).2,
      mul_div_mul_left _ _ (pow_ne_zero 2 hs)]
    rfl
  refine ⟨hm, ?_⟩
  have h4 : √(4 : ℝ) = 2 := by
    rw [show (4 : ℝ) = 2 ^ 2 by norm_num]
    exact Real.sqrt_sq (by norm_num)
  rw [← h4]
  refine hm.sqrt.congr fun k => ?_
  exact Real.sqrt_div (integral_nonneg fun ω => sq_nonneg _) _
```

`Tendsto … atTop (𝓝 4)` means that the sequence converges to 4 as \(k\to\infty\). Here \(P\) and \(n\) are fixed and \(s\neq0\). Dividing the previous bounds by \(N_k>0\) squeezes \(N_{k+1}/N_k\) between \(4k/(k+1)\) and 4, which is `hg`. Once \(k\) exceeds the degree of \(P\), the common factor \(s^2\) cancels and the mean-square errors have this same ratio (`hm`). Continuity of the square root gives the rms limit 2. For these orders with \(k\ge2\), each further order raises the rms error by less than a factor of 2, so doubling is approached from below.

## Gaussian errors as an example

```lean
/-- Independent standard Gaussian errors, one for each time step, are uncorrelated noise of
variance one. -/
theorem uncorrelatedNoise_witness :
    UncorrelatedNoise (Measure.infinitePi (fun _ : ℤ => gaussianReal 0 1))
      (fun m ω => ω m) 1 := by
  have hp := fun m : ℤ => measurePreserving_eval_infinitePi (fun _ : ℤ => gaussianReal 0 1) m
  -- averages of a single error are Gaussian averages
  have hmap : ∀ (m : ℤ) (f : ℝ → ℝ), Continuous f →
      ∫ ω, f (ω m) ∂(Measure.infinitePi (fun _ : ℤ => gaussianReal 0 1)) =
        ∫ x, f x ∂(gaussianReal 0 1) := by
    intro m f hf
    have h := integral_map (hp m).measurable.aemeasurable
      (hf.aestronglyMeasurable (μ := Measure.map (Function.eval m)
        (Measure.infinitePi (fun _ : ℤ => gaussianReal 0 1))))
    rw [(hp m).map_eq] at h
    exact h.symm
  have hmean : ∀ m : ℤ,
      ∫ ω, ω m ∂(Measure.infinitePi (fun _ : ℤ => gaussianReal 0 1)) = 0 := by
    intro m
    rw [hmap m (fun x => x) continuous_id]
    exact integral_id_gaussianReal
  refine ⟨fun m => ?_, hmean, fun m => ?_, fun m l hml => ?_⟩
  · exact (memLp_id_gaussianReal' 2 (by simp)).comp_measurePreserving (hp m)
  · rw [hmap m (fun x => x * x) (continuous_id.mul continuous_id)]
    have hv := variance_id_gaussianReal (μ := 0) (v := 1)
    rw [variance_of_integral_eq_zero aemeasurable_id integral_id_gaussianReal] at hv
    simpa [pow_two] using hv
  · have hi := (iIndepFun_infinitePi (P := fun _ : ℤ => gaussianReal 0 1)
      (X := fun _ x => x) (fun _ => measurable_id)).indepFun hml
    have h := hi.integral_fun_mul_eq_mul_integral
      (measurable_pi_apply m).aestronglyMeasurable
      (measurable_pi_apply l).aestronglyMeasurable
    rw [h, hmean m, zero_mul]

end DensityExtrapolationNoise
```

The noise conditions are satisfied, with \(s=1\), by independent standard Gaussian errors, one for each integer time step. `Measure.infinitePi` builds their joint distribution. The proof reduces single-step averages to Gaussian integrals through `hmap`, and independence factorises \(\langle\varepsilon_m\varepsilon_l\rangle\) into a product of zero means.

```lean
#print axioms DensityExtrapolationNoise.prediction_error_variance
-- 'DensityExtrapolationNoise.prediction_error_variance' depends on axioms: [propext, Classical.choice, Quot.sound]
#print axioms DensityExtrapolationNoise.error_ratio_tendsto
-- 'DensityExtrapolationNoise.error_ratio_tendsto' depends on axioms: [propext, Classical.choice, Quot.sound]
```
